# With an orbital gap, the singles equation has one solution, and its energy is not positive

An RPA energy is often evaluated with orbitals from a Kohn–Sham calculation. In general these orbitals do not diagonalize the Fock matrix built from them, and its virtual-occupied block Fvo is not zero. Single excitations then contribute to the energy. When the full occupied and virtual blocks Foo and Fvv are kept in the zeroth-order Hamiltonian, the first-order amplitudes T of these excitations obey

Fvv T − T Foo = −Fvo,

and their second-order energy is tr(Fvoᴴ T), where ᴴ is the conjugate transpose. Is there always exactly one such T, and does it lower the energy? The gap in the title means that all eigenvalues of Fvv lie above all eigenvalues of Foo.

Below, `o` and `v` are finite index sets of occupied and virtual spin orbitals, of any sizes, and `n` stands for either of them.

In Lean 4 with Mathlib:

```lean
import Mathlib

open Matrix

namespace RenormalizedSingles

noncomputable section

variable {n o v : Type*} [Fintype n] [DecidableEq n] [Fintype o] [DecidableEq o]
  [Fintype v] [DecidableEq v]
```

## Orbitals that diagonalize each block

Semicanonical orbitals are the columns of a unitary matrix U that diagonalizes one block F, with real energies e:

Uᴴ U = 1,  F U = U diag(e).

Each column of U can be multiplied by a phase factor. Degenerate energies are allowed, and columns with the same energy can then also be mixed by a unitary matrix.

```lean
/-- The columns of the unitary matrix `U` are orbitals that diagonalize the Fock block `F`,
with real orbital energies `e`. -/
def IsSemicanonical (F U : Matrix n n ℂ) (e : n → ℝ) : Prop :=
  Uᴴ * U = 1 ∧ F * U = U * diagonal (fun i => (e i : ℂ))
```

From here on, U with energies eo belongs to Foo, and V with energies ev belongs to Fvv. A virtual-occupied block X has the matrix elements Vᴴ X U in these orbitals. Write

g = Vᴴ Fvo U,  t = Vᴴ T U,

with entries g_ai and t_ai for virtual a and occupied i.

```lean
/-- A virtual-occupied block `X` written in the occupied orbitals `U` and virtual orbitals `V`. -/
def coupling (U : Matrix o o ℂ) (V : Matrix v v ℂ) (X : Matrix v o ℂ) : Matrix v o ℂ :=
  Vᴴ * X * U
```

## The equation and its energy

The amplitude equation is taken as the starting point; its derivation from perturbation theory is not part of the development. The Fock blocks are given matrices in an orthonormal basis, with no reference to the density that produced them.

```lean
/-- The equation `Fvv T - T Foo = -Fvo` for the singles amplitudes `T`. -/
def SinglesEquation (Foo : Matrix o o ℂ) (Fvv : Matrix v v ℂ) (Fvo T : Matrix v o ℂ) : Prop :=
  Fvv * T - T * Foo = -Fvo
```

The energy is defined as a complex number, so its being real is something to prove.

```lean
/-- The singles energy `tr(Fvoᴴ T)` of the amplitudes `T`. -/
def singlesEnergy (Fvo T : Matrix v o ℂ) : ℂ := trace (Fvoᴴ * T)
```

The candidate value is a real number by its type:

−∑_a ∑_i |g_ai|² / (ev_a − eo_i).

```lean
/-- The sum `-∑ |g_ai|² / (e_a - e_i)` over virtual levels `a` and occupied levels `i`,
for level sets without a common value. -/
def orbitalSum (eo : o → ℝ) (ev : v → ℝ) (g : Matrix v o ℂ) : ℝ :=
  -∑ a, ∑ i, ‖g a i‖ ^ 2 / (ev a - eo i)
```

## Every Hermitian block has such orbitals

By the spectral theorem, a Hermitian F has an orthonormal eigenbasis with real eigenvalues. With the eigenvectors as columns of U, column j of F U is e_j times column j of U, which is F U = U diag(e). The proof takes Mathlib's eigenvector equation and reads it entry by entry.

```lean
/-- The eigenvectors and eigenvalues of a Hermitian Fock block are semicanonical orbitals and
their energies. -/
theorem semicanonical_of_hermitian {F : Matrix n n ℂ} (hF : F.IsHermitian) :
    IsSemicanonical F (hF.eigenvectorUnitary : Matrix n n ℂ) hF.eigenvalues := by
  refine ⟨Matrix.mem_unitaryGroup_iff'.1 hF.eigenvectorUnitary.2, ?_⟩
  ext i j
  have h := congrFun (hF.mulVec_eigenvectorBasis j) i
  rw [Matrix.mul_diagonal, Matrix.mul_apply]
  simpa [Matrix.mulVec, dotProduct, Matrix.IsHermitian.eigenvectorUnitary_apply, mul_comm] using h
```

## Changing to the orbital basis loses nothing

For a square matrix, Uᴴ U = 1 also gives U Uᴴ = 1, and likewise for V. Hence

V (Vᴴ X U) Uᴴ = (V Vᴴ) X (U Uᴴ) = X.

```lean
variable {Foo U : Matrix o o ℂ} {Fvv V : Matrix v v ℂ} {Fvo T : Matrix v o ℂ}
  {eo : o → ℝ} {ev : v → ℝ}

/-- A virtual-occupied block is recovered from its matrix elements between semicanonical
orbitals. -/
theorem coupling_back (ho : IsSemicanonical Foo U eo) (hv : IsSemicanonical Fvv V ev)
    (X : Matrix v o ℂ) : V * coupling U V X * Uᴴ = X := by
  have hU : U * Uᴴ = 1 := mul_eq_one_comm.1 ho.1
  have hV : V * Vᴴ = 1 := mul_eq_one_comm.1 hv.1
  calc V * coupling U V X * Uᴴ = (V * Vᴴ) * X * (U * Uᴴ) := by
        simp only [coupling, Matrix.mul_assoc]
    _ = X := by rw [hU, hV, Matrix.one_mul, Matrix.mul_one]
```

In the other direction, any table Y of matrix elements comes from a block:

Vᴴ (V Y Uᴴ) U = (Vᴴ V) Y (Uᴴ U) = Y.

```lean
/-- Any prescribed table `Y` of matrix elements between semicanonical orbitals is that of the
block `V Y Uᴴ`. -/
theorem coupling_forth (ho : IsSemicanonical Foo U eo) (hv : IsSemicanonical Fvv V ev)
    (Y : Matrix v o ℂ) : coupling U V (V * Y * Uᴴ) = Y := by
  calc coupling U V (V * Y * Uᴴ) = (Vᴴ * V) * Y * (Uᴴ * U) := by
        simp only [coupling, Matrix.mul_assoc]
    _ = Y := by rw [ho.1, hv.1, Matrix.one_mul, Matrix.mul_one]
```

## One scalar equation per excitation

Multiply Fvv V = V diag(ev) by Vᴴ from both sides. This gives Vᴴ Fvv = diag(ev) Vᴴ. Now multiply the amplitude equation by Vᴴ from the left and by U from the right, and use Foo U = U diag(eo):

diag(ev) t − t diag(eo) = −g.

The entry (a, i) of this equation is

(ev_a − eo_i) t_ai = −g_ai.

Conversely, if all these scalar equations hold, the two sides of the matrix equation have the same matrix elements and are equal by `coupling_back`. In the proof, `hVF` is the relation for Vᴴ Fvv and `hres` is the transformed left-hand side.

```lean
/-- In semicanonical orbitals the singles equation decouples into one scalar equation
`(e_a - e_i) t_ai = -g_ai` for each excitation. -/
theorem singlesEquation_iff (ho : IsSemicanonical Foo U eo) (hv : IsSemicanonical Fvv V ev) :
    SinglesEquation Foo Fvv Fvo T ↔
      ∀ a i, ((ev a : ℂ) - eo i) * coupling U V T a i = -coupling U V Fvo a i := by
  have hV : V * Vᴴ = 1 := mul_eq_one_comm.1 hv.1
  -- the virtual block acts diagonally from the left
  have hVF : Vᴴ * Fvv = diagonal (fun a => (ev a : ℂ)) * Vᴴ := by
    calc Vᴴ * Fvv = Vᴴ * (Fvv * V) * Vᴴ := by
          rw [Matrix.mul_assoc, Matrix.mul_assoc, hV, Matrix.mul_one]
      _ = _ := by rw [hv.2, ← Matrix.mul_assoc, hv.1, Matrix.one_mul]
  have hres : coupling U V (Fvv * T - T * Foo) =
      diagonal (fun a => (ev a : ℂ)) * coupling U V T
        - coupling U V T * diagonal (fun i => (eo i : ℂ)) := by
    have h1 : Vᴴ * (Fvv * T) = diagonal (fun a => (ev a : ℂ)) * Vᴴ * T := by
      rw [← Matrix.mul_assoc, hVF]
    unfold coupling
    rw [Matrix.mul_sub, Matrix.sub_mul, h1]
    simp only [Matrix.mul_assoc, ho.2]
  have hneg : coupling U V (-Fvo) = -coupling U V Fvo := by
    simp only [coupling, Matrix.mul_neg, Matrix.neg_mul]
  unfold SinglesEquation
  constructor
  · intro h a i
    have h2 := congrArg (fun M => coupling U V M a i) h
    simp only [hres, hneg, Matrix.sub_apply, Matrix.neg_apply, Matrix.diagonal_mul,
      Matrix.mul_diagonal] at h2
    linear_combination h2
  · intro h
    have hc : coupling U V (Fvv * T - T * Foo) = coupling U V (-Fvo) := by
      ext a i
      simp only [hres, hneg, Matrix.sub_apply, Matrix.neg_apply, Matrix.diagonal_mul,
        Matrix.mul_diagonal]
      linear_combination h a i
    rw [← coupling_back ho hv (Fvv * T - T * Foo), hc, coupling_back ho hv]
```

## Coinciding levels spoil uniqueness

If no ev_a equals an eo_i, each scalar equation can be divided by its energy difference:

t_ai = −g_ai / (ev_a − eo_i).

This fixes t, and with it T = V t Uᴴ.

If ev_a = eo_i for some pair, let S have a 1 at (a, i) and zeros elsewhere. The coefficient of t_ai is zero, so T + V S Uᴴ solves the equation whenever T does, and it differs from T. A unique solution is therefore impossible. There may also be no solution at all, namely when g_ai ≠ 0 for such a pair.

The first half of the proof adds V S Uᴴ to a supposedly unique solution, compares the matrix elements at (a, i) and arrives at 1 = 0. The second half supplies the quotient above. A gap is not needed here, only the absence of coincidences.

```lean
/-- The singles equation has exactly one solution if and only if no virtual level coincides with
an occupied level. -/
theorem existsUnique_iff (ho : IsSemicanonical Foo U eo) (hv : IsSemicanonical Fvv V ev) :
    (∃! T, SinglesEquation Foo Fvv Fvo T) ↔ ∀ a i, ev a ≠ eo i := by
  constructor
  · rintro ⟨T, hT, huniq⟩ a i hai
    -- a resonant excitation can be added to any solution
    obtain ⟨S, hS⟩ : ∃ S : Matrix v o ℂ, S = Matrix.single a i (1 : ℂ) := ⟨_, rfl⟩
    have hc : coupling U V (T + V * S * Uᴴ) = coupling U V T + S := by
      have hadd : coupling U V (T + V * S * Uᴴ)
          = coupling U V T + coupling U V (V * S * Uᴴ) := by
        simp only [coupling, Matrix.mul_add, Matrix.add_mul]
      rw [hadd, coupling_forth ho hv]
    have hT' : SinglesEquation Foo Fvv Fvo (T + V * S * Uᴴ) := by
      refine (singlesEquation_iff ho hv).2 fun b j => ?_
      have h := (singlesEquation_iff ho hv).1 hT b j
      rw [hc, Matrix.add_apply]
      by_cases hb : a = b ∧ i = j
      · obtain ⟨rfl, rfl⟩ := hb
        have hz : (ev a : ℂ) = eo i := by rw [hai]
        linear_combination h + S a i * hz
      · rw [hS, Matrix.single_apply, if_neg hb, add_zero]
        exact h
    rw [huniq _ hT'] at hc
    have h1 := congrArg (fun M => M a i) hc
    have hS1 : S a i = 1 := by simp [hS]
    simp only [Matrix.add_apply, hS1] at h1
    exact one_ne_zero (α := ℂ) (by linear_combination -h1)
  · intro hne
    have hd : ∀ a i, (ev a : ℂ) - eo i ≠ 0 := fun a i =>
      sub_ne_zero.2 fun h => hne a i (Complex.ofReal_injective h)
    refine ⟨V * Matrix.of (fun a i => -coupling U V Fvo a i / ((ev a : ℂ) - eo i)) * Uᴴ, ?_, ?_⟩
    · refine (singlesEquation_iff ho hv).2 fun a i => ?_
      rw [coupling_forth ho hv, Matrix.of_apply, mul_div_cancel₀ _ (hd a i)]
    · intro T' hT'
      rw [← coupling_back ho hv T']
      congr 2
      ext a i
      rw [Matrix.of_apply, eq_div_iff (hd a i), mul_comm]
      exact (singlesEquation_iff ho hv).1 hT' a i
```

## The energy as a sum over excitations

The trace has the same value in the orbital basis, because V Vᴴ = 1, U Uᴴ = 1 and the trace is cyclic:

tr(gᴴ t) = tr(Uᴴ Fvoᴴ V Vᴴ T U) = tr(Fvoᴴ T).

Written out and with the amplitudes inserted,

tr(gᴴ t) = ∑_a ∑_i g_ai* t_ai = −∑_a ∑_i |g_ai|² / (ev_a − eo_i).

In the proof, `htr` is the invariance of the trace. The last `linear_combination` multiplies the scalar equation by g_ai*.

```lean
/-- Without coinciding levels, the energy of a solution of the singles equation is
`-∑ |g_ai|² / (e_a - e_i)` in any semicanonical orbitals. -/
theorem singlesEnergy_eq (ho : IsSemicanonical Foo U eo) (hv : IsSemicanonical Fvv V ev)
    (hne : ∀ a i, ev a ≠ eo i) (hT : SinglesEquation Foo Fvv Fvo T) :
    singlesEnergy Fvo T = (orbitalSum eo ev (coupling U V Fvo) : ℂ) := by
  have hU : U * Uᴴ = 1 := mul_eq_one_comm.1 ho.1
  have hV : V * Vᴴ = 1 := mul_eq_one_comm.1 hv.1
  -- the trace does not depend on the orbital basis
  have htr : singlesEnergy Fvo T = trace ((coupling U V Fvo)ᴴ * coupling U V T) := by
    have h1 : (coupling U V Fvo)ᴴ * coupling U V T = Uᴴ * (Fvoᴴ * T * U) := by
      calc (coupling U V Fvo)ᴴ * coupling U V T
          = Uᴴ * (Fvoᴴ * ((V * Vᴴ) * (T * U))) := by
            simp only [coupling, Matrix.conjTranspose_mul, Matrix.conjTranspose_conjTranspose,
              Matrix.mul_assoc]
        _ = _ := by rw [hV, Matrix.one_mul, Matrix.mul_assoc]
    rw [h1, Matrix.trace_mul_comm, Matrix.mul_assoc, hU, Matrix.mul_one, singlesEnergy]
  rw [htr, orbitalSum]
  simp only [Matrix.trace, Matrix.diag_apply, Matrix.mul_apply, Matrix.conjTranspose_apply]
  rw [Finset.sum_comm]
  push_cast
  rw [← Finset.sum_neg_distrib]
  refine Finset.sum_congr rfl fun a _ => ?_
  rw [← Finset.sum_neg_distrib]
  refine Finset.sum_congr rfl fun i _ => ?_
  have h := (singlesEquation_iff ho hv).1 hT a i
  have hd : (ev a : ℂ) - eo i ≠ 0 :=
    sub_ne_zero.2 fun h => hne a i (Complex.ofReal_injective h)
  have hn : star (coupling U V Fvo a i) * coupling U V Fvo a i
      = (‖coupling U V Fvo a i‖ : ℂ) ^ 2 := Complex.conj_mul' _
  rw [← hn, ← neg_div, eq_div_iff hd]
  linear_combination star (coupling U V Fvo a i) * h
```

## Zero energy means no coupling

Suppose now that eo_i < ev_a for all pairs. Every term |g_ai|² / (ev_a − eo_i) is then nonnegative. If their sum is zero, each term is zero, so g = 0 and Fvo = V g Uᴴ = 0. If Fvo = 0, the trace is plainly zero.

```lean
/-- When all virtual levels lie above all occupied ones, the singles energy vanishes exactly when
the virtual-occupied Fock block is zero. -/
theorem singlesEnergy_eq_zero_iff (ho : IsSemicanonical Foo U eo)
    (hv : IsSemicanonical Fvv V ev) (gap : ∀ a i, eo i < ev a)
    (hT : SinglesEquation Foo Fvv Fvo T) : singlesEnergy Fvo T = 0 ↔ Fvo = 0 := by
  constructor
  · intro h0
    rw [singlesEnergy_eq ho hv (fun a i => (gap a i).ne') hT, orbitalSum,
      Complex.ofReal_eq_zero, neg_eq_zero] at h0
    have hpos : ∀ a i, 0 ≤ ‖coupling U V Fvo a i‖ ^ 2 / (ev a - eo i) := fun a i =>
      div_nonneg (sq_nonneg _) (sub_nonneg.2 (gap a i).le)
    -- every term of a vanishing sum of nonnegative terms vanishes
    have hg : coupling U V Fvo = 0 := by
      ext a i
      have h1 := (Finset.sum_eq_zero_iff_of_nonneg
        (fun a _ => Finset.sum_nonneg fun i _ => hpos a i)).1 h0 a (Finset.mem_univ a)
      have h2 := (Finset.sum_eq_zero_iff_of_nonneg
        (fun i _ => hpos a i)).1 h1 i (Finset.mem_univ i)
      rcases div_eq_zero_iff.1 h2 with h3 | h3
      · simpa using h3
      · exact absurd h3 (sub_pos.2 (gap a i)).ne'
    rw [← coupling_back ho hv Fvo, hg, Matrix.mul_zero, Matrix.zero_mul]
  · intro h
    simp [singlesEnergy, h]
```

## The result for Hermitian Fock blocks

The main theorem takes Hermitian Foo and Fvv and uses their own eigenvalues and eigenvectors. Its hypothesis `gap` places every eigenvalue of Fvv above every eigenvalue of Foo. Physically, this is a gap between the occupied and virtual levels of the Fock matrix after each block is diagonalized separately. It is assumed, and it is a different quantity from the Kohn–Sham gap of the reference.

The three parts of the conclusion say that exactly one T solves the equation, that the energy of any solution is the real sum above, and that this sum is at most zero. The first two come from the preceding theorems; the third holds because every denominator is positive.

```lean
/-- Renormalized singles energy: for Hermitian Fock blocks with all virtual levels above all
occupied ones, the singles equation has a unique solution, and its energy is
`-∑ |g_ai|² / (e_a - e_i)`, which is not positive. -/
theorem renormalized_singles (hoo : Foo.IsHermitian) (hvv : Fvv.IsHermitian)
    (gap : ∀ a i, hoo.eigenvalues i < hvv.eigenvalues a) (Fvo : Matrix v o ℂ) :
    (∃! T, SinglesEquation Foo Fvv Fvo T) ∧
    (∀ T, SinglesEquation Foo Fvv Fvo T → singlesEnergy Fvo T =
      (orbitalSum hoo.eigenvalues hvv.eigenvalues
        (coupling (hoo.eigenvectorUnitary : Matrix o o ℂ)
          (hvv.eigenvectorUnitary : Matrix v v ℂ) Fvo) : ℂ)) ∧
    orbitalSum hoo.eigenvalues hvv.eigenvalues
        (coupling (hoo.eigenvectorUnitary : Matrix o o ℂ)
          (hvv.eigenvectorUnitary : Matrix v v ℂ) Fvo) ≤ 0 := by
  have ho := semicanonical_of_hermitian hoo
  have hv := semicanonical_of_hermitian hvv
  refine ⟨(existsUnique_iff ho hv).2 fun a i => (gap a i).ne',
    fun T hT => singlesEnergy_eq ho hv (fun a i => (gap a i).ne') hT, ?_⟩
  exact neg_nonpos.2 (Finset.sum_nonneg fun a _ => Finset.sum_nonneg fun i _ =>
    div_nonneg (sq_nonneg _) (sub_nonneg.2 (gap a i).le))

end

end RenormalizedSingles
```

```lean
#print axioms RenormalizedSingles.singlesEnergy_eq_zero_iff
#print axioms RenormalizedSingles.renormalized_singles
```

```
'RenormalizedSingles.singlesEnergy_eq_zero_iff' depends on axioms: [propext, Classical.choice, Quot.sound]
'RenormalizedSingles.renormalized_singles' depends on axioms: [propext, Classical.choice, Quot.sound]
```

## Two diagonalizations in a program

For finite, given Fock blocks, this sum is the renormalized singles correction that can be added to an RPA energy. A program can diagonalize Foo and Fvv, form g = Vᴴ Fvo U and add up the terms, without ever storing T. With spatial orbitals in a closed-shell system, the sum gets a factor of 2 for spin. If Fvo is instead taken between the Kohn–Sham orbitals themselves and combined with their Kohn–Sham energies in the denominators, the result is the plain second-order singles term, which generally has a different value.

The energy could also have been defined directly by the orbital sum. No equation would then have to be solved, but with degenerate levels one would have to show that the value is the same for every choice of eigenvectors. Here, without coinciding levels, `existsUnique_iff` provides a solution T, and `singlesEnergy_eq` equates the sum for every choice with tr(Fvoᴴ T), which mentions no eigenvectors.
